# The least Frobenius error in fitting a Hermitian density matrix by a determinant

Let $G$ be a Hermitian matrix over a finite orthonormal set of spin orbitals, with eigenvalues $n_i$. Every Hermitian idempotent $D$ satisfies

$$\|D-G\|_F^2=\sum_{ij}|D_{ij}-G_{ij}|^2\;\ge\;\sum_i \min(n_i,1-n_i)^2,$$

and the determinant that fills exactly the eigenvectors with $n_i>1/2$ attains equality. When $G$ is a correlated one-body density matrix, the $n_i$ are its natural occupations. In density matrix embedding theory (DMET), a mean-field density matrix is fitted to a correlated one. If the former is that of a single determinant over the same orbitals as $G$, and is fitted to the whole of $G$, the squared error cannot fall below this sum. The bound can fail for a fit of the fragment block alone. It can also fail when $G$ is compared with a block of a larger determinant's density matrix, since such a block need not be idempotent.

In the code, `ι` labels the spin orbitals and `frobSq` is the squared norm. `IsDeterminantal` collects the two conditions on $D$ and leaves the electron number free.

In Lean 4 with Mathlib:

```lean
import Mathlib

open Matrix

namespace DMETDensityMatching

noncomputable section

variable {ι : Type*} [Fintype ι] [DecidableEq ι]

/-- The squared Frobenius norm of a matrix: the sum of the squared moduli of its entries. -/
def frobSq (A : Matrix ι ι ℂ) : ℝ := ∑ i, ∑ j, ‖A i j‖ ^ 2

/-- The one-body density matrix of a single determinant: Hermitian and idempotent. -/
structure IsDeterminantal (D : Matrix ι ι ℂ) : Prop where
  herm : D.IsHermitian
  idem : D * D = D
```

## Hermitian $G$: natural orbitals

Hermiticity holds for the one-body density matrix of any state. It supplies a unitary $V$, whose columns are the natural orbitals, with $V^\dagger GV=\mathrm{diag}(n_i)$. Put $M=V^\dagger DV$ and let $p_i=M_{ii}$ be the population of natural orbital $i$ in $D$. For any $A$,

$$\|V^\dagger AV\|_F^2=\mathrm{tr}(V^\dagger A^\dagger VV^\dagger AV)=\mathrm{tr}(A^\dagger A)=\|A\|_F^2,$$

so the mismatch equals $\|M-\mathrm{diag}(n_i)\|_F^2$.

The hypothesis `hG` gives access to `hG.eigenvalues`, the $n_i$, and to `natOrb hG`, which is $V$. The real part in `population` discards nothing for Hermitian $D$. `occupy hG S` is the density matrix that fills the natural orbitals in `S`.

```lean
/-- The unitary matrix whose columns are the natural orbitals of `G`. -/
def natOrb {G : Matrix ι ι ℂ} (hG : G.IsHermitian) : Matrix ι ι ℂ :=
  (hG.eigenvectorUnitary : Matrix ι ι ℂ)

/-- The population of the `i`-th natural orbital of `G` in the density matrix `D`. -/
def population {G : Matrix ι ι ℂ} (hG : G.IsHermitian) (D : Matrix ι ι ℂ) (i : ι) : ℝ :=
  (((natOrb hG)ᴴ * D * natOrb hG) i i).re

/-- The density matrix obtained by filling the natural orbitals of `G` listed in `S`. -/
def occupy {G : Matrix ι ι ℂ} (hG : G.IsHermitian) (S : Finset ι) : Matrix ι ι ℂ :=
  natOrb hG * diagonal (fun i => if i ∈ S then (1 : ℂ) else 0) * (natOrb hG)ᴴ
```

The next lemmas write the norm as a trace, prove its invariance, and show that $M$ is again Hermitian and idempotent. `natOrb_spec` obtains the diagonal form of $G$ from the spectral theorem.

```lean
omit [DecidableEq ι] in
/-- The squared Frobenius norm of `A` is the trace of `Aᴴ A`. -/
theorem frobSq_eq_trace (A : Matrix ι ι ℂ) : (frobSq A : ℂ) = trace (Aᴴ * A) := by
  simp only [frobSq, Matrix.trace, Matrix.diag_apply, Matrix.mul_apply,
    Matrix.conjTranspose_apply]
  rw [Finset.sum_comm]
  push_cast
  exact Finset.sum_congr rfl fun i _ => Finset.sum_congr rfl fun j _ =>
    (Complex.conj_mul' _).symm

/-- The Frobenius norm does not change under a unitary rotation of the orbitals. -/
theorem frobSq_conj {U : Matrix ι ι ℂ} (h : U * Uᴴ = 1) (A : Matrix ι ι ℂ) :
    frobSq (Uᴴ * A * U) = frobSq A := by
  apply Complex.ofReal_injective
  rw [frobSq_eq_trace, frobSq_eq_trace]
  have key : (Uᴴ * A * U)ᴴ * (Uᴴ * A * U) = Uᴴ * (Aᴴ * A) * U := by
    calc (Uᴴ * A * U)ᴴ * (Uᴴ * A * U) = Uᴴ * Aᴴ * (U * Uᴴ) * A * U := by
          simp only [Matrix.conjTranspose_mul, Matrix.conjTranspose_conjTranspose,
            Matrix.mul_assoc]
      _ = Uᴴ * (Aᴴ * A) * U := by
          rw [h]; simp only [Matrix.mul_one, Matrix.mul_assoc]
  rw [key, Matrix.trace_mul_comm (Uᴴ * (Aᴴ * A)) U, ← Matrix.mul_assoc, h, Matrix.one_mul]

/-- A unitary rotation of the orbitals turns a determinantal density matrix into another one. -/
theorem IsDeterminantal.conj {D U : Matrix ι ι ℂ} (hD : IsDeterminantal D)
    (h : U * Uᴴ = 1) : IsDeterminantal (Uᴴ * D * U) where
  herm := by
    change (Uᴴ * D * U)ᴴ = Uᴴ * D * U
    rw [Matrix.conjTranspose_mul, Matrix.conjTranspose_mul,
      Matrix.conjTranspose_conjTranspose, hD.herm.eq, Matrix.mul_assoc]
  idem := by
    calc Uᴴ * D * U * (Uᴴ * D * U) = Uᴴ * D * (U * Uᴴ) * D * U := by
          simp only [Matrix.mul_assoc]
      _ = Uᴴ * (D * D) * U := by
          rw [h]; simp only [Matrix.mul_one, Matrix.mul_assoc]
      _ = Uᴴ * D * U := by rw [hD.idem]

/-- The natural orbitals are orthonormal and complete, and `G` is diagonal in them with the
natural occupations on the diagonal. -/
theorem natOrb_spec {G : Matrix ι ι ℂ} (hG : G.IsHermitian) :
    natOrb hG * (natOrb hG)ᴴ = 1 ∧ (natOrb hG)ᴴ * natOrb hG = 1 ∧
      (natOrb hG)ᴴ * G * natOrb hG = diagonal (fun i => (hG.eigenvalues i : ℂ)) := by
  have h1 : natOrb hG * (natOrb hG)ᴴ = 1 :=
    Matrix.mem_unitaryGroup_iff.mp hG.eigenvectorUnitary.2
  have h2 : (natOrb hG)ᴴ * natOrb hG = 1 := mul_eq_one_comm.mp h1
  have h3 : G = natOrb hG * diagonal (fun i => (hG.eigenvalues i : ℂ)) * (natOrb hG)ᴴ :=
    hG.spectral_theorem
  refine ⟨h1, h2, ?_⟩
  generalize natOrb hG = V at h2 h3 ⊢
  generalize diagonal (fun i => (hG.eigenvalues i : ℂ)) = E at h3 ⊢
  calc Vᴴ * G * V = Vᴴ * (V * E * Vᴴ) * V := by rw [← h3]
    _ = (Vᴴ * V) * E * (Vᴴ * V) := by simp only [Matrix.mul_assoc]
    _ = E := by rw [h2, Matrix.one_mul, Matrix.mul_one]
```

Without Hermiticity of $G$, attainment can fail. The matrix $\begin{pmatrix}0&1\\0&0\end{pmatrix}$ has both eigenvalues zero, so the formula would promise a perfect fit, yet no Hermitian $D$ equals it.

## Hermitian idempotent $D$: one number per orbital

The density matrix of a single determinant projects onto the span of the occupied orbitals, so in an orthonormal basis $D^\dagger=D$ and $D^2=D$. Both properties pass to $M$, and together they give

$$p_i=(M^2)_{ii}=\sum_j M_{ij}M_{ji}=\sum_j|M_{ij}|^2\ge p_i^2,$$

hence $0\le p_i\le1$. Subtracting $\mathrm{diag}(n_i)$ changes only the diagonal entry of row $i$, whose contribution to the mismatch becomes

$$(p_i-p_i^2)+(p_i-n_i)^2=n_i^2+p_i(1-2n_i).$$

The first bracket comes from the off-diagonal entries. Leaving it out, as if $D$ were diagonal in the natural orbitals, while still allowing fractional $p_i$, gives $(p_i-n_i)^2$ and the false conclusion that $p_i=n_i$ makes the error vanish.

`row_sum` is the first identity, `population_mem` the bounds on $p_i$, and `mismatch_eq` the sum over rows. In the last, `hs` separates the diagonal entry from the others.

```lean
omit [DecidableEq ι] in
/-- In a determinantal density matrix the squared norm of each row is its diagonal entry. -/
theorem IsDeterminantal.row_sum {D : Matrix ι ι ℂ} (hD : IsDeterminantal D) (i : ι) :
    ∑ j, ‖D i j‖ ^ 2 = (D i i).re := by
  have h : ((∑ j, ‖D i j‖ ^ 2 : ℝ) : ℂ) = D i i := by
    calc ((∑ j, ‖D i j‖ ^ 2 : ℝ) : ℂ) = (D * D) i i := by
          rw [Matrix.mul_apply]
          push_cast
          refine Finset.sum_congr rfl fun j _ => ?_
          rw [← hD.herm.apply j i]
          exact (Complex.mul_conj' _).symm
      _ = D i i := by rw [hD.idem]
  rw [← h, Complex.ofReal_re]

/-- In a determinant every natural orbital of `G` has a population between 0 and 1. -/
theorem population_mem {G D : Matrix ι ι ℂ} (hG : G.IsHermitian) (hD : IsDeterminantal D)
    (i : ι) : 0 ≤ population hG D i ∧ population hG D i ≤ 1 := by
  have hr := (hD.conj (natOrb_spec hG).1).row_sum i
  unfold population
  generalize (natOrb hG)ᴴ * D * natOrb hG = M at hr ⊢
  have h1 : ‖M i i‖ ^ 2 ≤ ∑ j, ‖M i j‖ ^ 2 :=
    Finset.single_le_sum (f := fun j => ‖M i j‖ ^ 2) (fun j _ => sq_nonneg _)
      (Finset.mem_univ i)
  rw [hr, Complex.sq_norm, Complex.normSq_apply] at h1
  constructor <;> nlinarith [mul_self_nonneg (M i i).re, mul_self_nonneg (M i i).im]

/-- The squared mismatch between a determinant and `G`, written with the natural occupations
of `G` and the populations of the natural orbitals in the determinant. -/
theorem mismatch_eq {G D : Matrix ι ι ℂ} (hG : G.IsHermitian) (hD : IsDeterminantal D) :
    frobSq (D - G) =
      ∑ i, (hG.eigenvalues i ^ 2 + population hG D i * (1 - 2 * hG.eigenvalues i)) := by
  obtain ⟨h1, -, h3⟩ := natOrb_spec hG
  have hr := (hD.conj h1).row_sum
  rw [← frobSq_conj h1, Matrix.mul_sub, Matrix.sub_mul, h3]
  unfold population frobSq
  generalize (natOrb hG)ᴴ * D * natOrb hG = M at hr ⊢
  refine Finset.sum_congr rfl fun i _ => ?_
  -- only the diagonal entry of each row is shifted by the occupation
  have hs : ∀ j, ‖(M - diagonal (fun i => (hG.eigenvalues i : ℂ))) i j‖ ^ 2 = ‖M i j‖ ^ 2 +
      if i = j then hG.eigenvalues i ^ 2 - 2 * hG.eigenvalues i * (M i i).re else 0 := by
    intro j
    by_cases hij : i = j
    · subst hij
      rw [Matrix.sub_apply, Matrix.diagonal_apply_eq, if_pos rfl, Complex.sq_norm,
        Complex.sq_norm, Complex.normSq_apply, Complex.normSq_apply, Complex.sub_re,
        Complex.sub_im, Complex.ofReal_re, Complex.ofReal_im]
      ring
    · rw [Matrix.sub_apply, Matrix.diagonal_apply_ne _ hij, if_neg hij, sub_zero, add_zero]
  rw [Finset.sum_congr rfl fun j _ => hs j, Finset.sum_add_distrib, hr i, Finset.sum_ite_eq,
    if_pos (Finset.mem_univ i)]
  ring
```

Without idempotency the bound fails for a single orbital: $G=D=(1/2)$ has zero mismatch, while the right-hand side is $1/4$. Without Hermiticity of $D$ it fails too, at least for general Hermitian $G$. Take

$$G=\begin{pmatrix}2&0\\0&-1\end{pmatrix},\qquad D=\frac14\begin{pmatrix}5&\sqrt5\\-\sqrt5&-1\end{pmatrix}.$$

Here $D^2=D$ and the mismatch is $7/4$, below the bound of $2$. This $G$ is only a mathematical example: with eigenvalues $2$ and $-1$ it is not the density matrix of a fermionic state.

## Occupations in $[0,1]$: a condition that is not needed

The Pauli principle confines the natural occupations of a fermionic state to $[0,1]$, but the derivation never uses this. Each term $n_i^2+p_i(1-2n_i)$ is linear in $p_i$, so its minimum over $[0,1]$ lies at an endpoint. For $n_i\le1/2$ it is $n_i^2$, at $p_i=0$; for $n_i\ge1/2$ it is $(1-n_i)^2$, at $p_i=1$. In both cases this is $\min(n_i,1-n_i)^2$ for any real $n_i$. Filling the orbitals with $n_i>1/2$ reaches every one of these minima at once.

`occupy_spec` confirms that such a filling is a determinant with populations 0 and 1, and that its trace is the number of filled orbitals. `determinant_fit_error` states the lower bound for every $D$, then that the chosen filling is determinantal, then the equality. Its proof compares $n_i$ with $1-n_i$, and `nlinarith` supplies the endpoint inequality from the bounds on $p_i$.

```lean
/-- Filling the natural orbitals in `S` gives a determinant, with population 1 in `S` and 0
outside, and with as many electrons as `S` has orbitals. -/
theorem occupy_spec {G : Matrix ι ι ℂ} (hG : G.IsHermitian) (S : Finset ι) :
    IsDeterminantal (occupy hG S) ∧
      (∀ i, population hG (occupy hG S) i = if i ∈ S then 1 else 0) ∧
      trace (occupy hG S) = (S.card : ℂ) := by
  obtain ⟨-, h2, -⟩ := natOrb_spec hG
  have hE : IsDeterminantal (diagonal (fun i => if i ∈ S then (1 : ℂ) else 0)) := by
    constructor
    · change (diagonal _)ᴴ = _
      rw [Matrix.diagonal_conjTranspose]
      congr 1
      funext i
      by_cases h : i ∈ S <;> simp [h]
    · rw [Matrix.diagonal_mul_diagonal]
      congr 1
      funext i
      by_cases h : i ∈ S <;> simp [h]
  unfold population occupy
  generalize natOrb hG = V at h2 ⊢
  refine ⟨?_, fun i => ?_, ?_⟩
  · have h := hE.conj (U := Vᴴ) (by rw [Matrix.conjTranspose_conjTranspose, h2])
    rwa [Matrix.conjTranspose_conjTranspose] at h
  · have h : ∀ E : Matrix ι ι ℂ, Vᴴ * (V * E * Vᴴ) * V = E := fun E => by
      calc Vᴴ * (V * E * Vᴴ) * V = (Vᴴ * V) * E * (Vᴴ * V) := by
            simp only [Matrix.mul_assoc]
        _ = E := by rw [h2, Matrix.one_mul, Matrix.mul_one]
    rw [h, Matrix.diagonal_apply_eq]
    by_cases hi : i ∈ S <;> simp [hi]
  · rw [Matrix.trace_mul_comm, ← Matrix.mul_assoc, h2, Matrix.one_mul, Matrix.trace_diagonal]
    simp

/-- The squared Frobenius distance from any determinantal density matrix to `G` is at least the sum
of `min (n i) (1 - n i) ^ 2` over the eigenvalues `n i` of `G`, and filling the natural orbitals
with `n i > 1/2` attains this value. -/
theorem determinant_fit_error {G : Matrix ι ι ℂ} (hG : G.IsHermitian) :
    (∀ D, IsDeterminantal D →
      ∑ i, min (hG.eigenvalues i) (1 - hG.eigenvalues i) ^ 2 ≤ frobSq (D - G)) ∧
    IsDeterminantal (occupy hG (Finset.univ.filter fun i => 1 / 2 < hG.eigenvalues i)) ∧
    frobSq (occupy hG (Finset.univ.filter fun i => 1 / 2 < hG.eigenvalues i) - G) =
      ∑ i, min (hG.eigenvalues i) (1 - hG.eigenvalues i) ^ 2 := by
  refine ⟨fun D hD => ?_, (occupy_spec hG _).1, ?_⟩
  · rw [mismatch_eq hG hD]
    refine Finset.sum_le_sum fun i _ => ?_
    obtain ⟨h0, h1⟩ := population_mem hG hD i
    -- each term is linear in the population, so an endpoint is optimal
    rcases le_total (hG.eigenvalues i) (1 - hG.eigenvalues i) with h | h
    · rw [min_eq_left h]
      nlinarith [mul_nonneg h0 (sub_nonneg.mpr h)]
    · rw [min_eq_right h]
      nlinarith [mul_nonneg (sub_nonneg.mpr h1) (sub_nonneg.mpr h)]
  · rw [mismatch_eq hG (occupy_spec hG _).1]
    refine Finset.sum_congr rfl fun i _ => ?_
    rw [(occupy_spec hG _).2.1 i]
    by_cases h : 1 / 2 < hG.eigenvalues i
    · rw [if_pos (by simpa using h), min_eq_right (by linarith)]
      ring
    · rw [if_neg (by simpa using h), min_eq_left (by linarith)]
      ring
```

## Fixed electron number: trace and threshold

The unconstrained optimum may have the wrong electron number: three orbitals with $n_i=1/3$ hold one electron in $G$, but the only optimum leaves all three empty. Suppose therefore that $D$ has as many electrons as a set $S$ has orbitals, and that some $\mu$ satisfies $n_i\ge\mu$ in $S$ and $n_i\le\mu$ outside. Let $s_i$ be 1 in $S$ and 0 outside. Since $\sum_i(p_i-s_i)=0$, the mismatch of $D$ minus that of the filling $S$ is

$$\sum_i(p_i-s_i)(1-2n_i)=2\sum_i(p_i-s_i)(\mu-n_i)\ge0.$$

In $S$ both factors are nonpositive, and outside both are nonnegative. Filling the natural orbitals of highest occupation is therefore optimal at that electron number, and the threshold fixes the Lagrange multiplier of the trace constraint, $1-2\mu$.

In `best_fit_fixed_number`, `hN` is the trace condition, while `hin` and `hout` express the threshold. The proof turns `hN` into the sum of populations `hp`; `key` is the sum over orbitals of a termwise inequality with a multiplier term added, and that extra term sums to zero.

Each condition matters. Without `hN`, take $G=(1/4)$ and fill its only orbital: the error is $9/16$, while the empty determinant has $1/16$. Without the threshold, take $G=\mathrm{diag}(1,0)$ and fill the orbital with occupation 0: the error is 2, while $D=G$ has the same electron number and no error.

```lean
/-- If no orbital outside `S` has a larger natural occupation than one in `S`, as expressed by a
threshold `μ`, then filling `S` fits `G` best among determinants with that electron number. -/
theorem best_fit_fixed_number {G D : Matrix ι ι ℂ} (hG : G.IsHermitian)
    (hD : IsDeterminantal D) (S : Finset ι) (μ : ℝ) (hin : ∀ i ∈ S, μ ≤ hG.eigenvalues i)
    (hout : ∀ i, i ∉ S → hG.eigenvalues i ≤ μ) (hN : trace D = (S.card : ℂ)) :
    frobSq (occupy hG S - G) ≤ frobSq (D - G) := by
  obtain ⟨h1, -, -⟩ := natOrb_spec hG
  have hp : ∑ i, population hG D i = (S.card : ℝ) := by
    calc ∑ i, population hG D i = (trace ((natOrb hG)ᴴ * D * natOrb hG)).re := by
          simp only [population, Matrix.trace, Matrix.diag_apply, Complex.re_sum]
      _ = (S.card : ℝ) := by
          rw [Matrix.trace_mul_comm, ← Matrix.mul_assoc, h1, Matrix.one_mul, hN,
            Complex.natCast_re]
  have hq : ∑ i, (if i ∈ S then (1 : ℝ) else 0) = (S.card : ℝ) := by simp
  rw [mismatch_eq hG hD, mismatch_eq hG (occupy_spec hG S).1]
  simp only [(occupy_spec hG S).2.1]
  -- `1 - 2 * μ` acts as the Lagrange multiplier for the electron number
  have key := Finset.sum_le_sum (s := Finset.univ)
    (f := fun i => (hG.eigenvalues i ^ 2 +
      (if i ∈ S then (1 : ℝ) else 0) * (1 - 2 * hG.eigenvalues i)) +
      (1 - 2 * μ) * (population hG D i - if i ∈ S then (1 : ℝ) else 0))
    (g := fun i => hG.eigenvalues i ^ 2 + population hG D i * (1 - 2 * hG.eigenvalues i))
    (fun i _ => by
      obtain ⟨h0, h1⟩ := population_mem hG hD i
      by_cases h : i ∈ S
      · simp only [if_pos h]
        nlinarith [mul_nonneg (sub_nonneg.mpr h1) (sub_nonneg.mpr (hin i h))]
      · simp only [if_neg h]
        nlinarith [mul_nonneg h0 (sub_nonneg.mpr (hout i h))])
  rw [Finset.sum_add_distrib, ← Finset.mul_sum, Finset.sum_sub_distrib, hp, hq, sub_self,
    mul_zero, add_zero] at key
  exact key

end

end DMETDensityMatching
```

```lean
#print axioms DMETDensityMatching.determinant_fit_error
#print axioms DMETDensityMatching.best_fit_fixed_number
```

```
'DMETDensityMatching.determinant_fit_error' depends on axioms: [propext, Classical.choice, Quot.sound]
'DMETDensityMatching.best_fit_fixed_number' depends on axioms: [propext, Classical.choice, Quot.sound]
```
